# The variance of a Hermitian observable as an imaginary-frequency integral, for finitely many states with positive gaps

Let $\psi_k$ be an orthonormal basis of a finite-dimensional complex Hilbert space, for instance $\mathbb{C}^m$, and let $g$ be the index of a chosen reference state $\psi_g$. The inner product is linear in its second argument. Each $k\neq g$ carries an excitation energy, or gap, $D_k$. With $\hbar=1$, frequencies $x$ are measured in the same unit as the gaps. For an operator $A$ define the transition strengths and the spectrum

$$s_k=|\langle\psi_k,A\psi_g\rangle|^2,\qquad S(x)=\sum_{k\neq g}\frac{2D_k}{D_k^2+x^2}\,s_k .$$

If $A$ is Hermitian and the $\psi_k$ are eigenstates of a Hamiltonian with energies $E_k$ and $D_k=E_k-E_g$, then $S(x)$ is minus the linear response function of $\langle A\rangle$ in the state $\psi_g$, for a perturbation $+f(t)A$ added to the Hamiltonian, at the imaginary frequency $ix$ (with the convention $-f(t)A$ the sign is reversed). Positive gaps then say that $\psi_g$ is a non-degenerate ground state.

**Claim.** If $A$ is Hermitian and $D_k>0$ for all $k\neq g$, then $S$ is integrable on $x>0$ and

$$\frac1\pi\int_0^\infty S(x)\,dx=\langle A^2\rangle-\langle A\rangle^2,$$

with both expectation values taken in $\psi_g$.

This is an equal-time, zero-temperature relation of fluctuation-dissipation type. The general theorem of that name relates fluctuations to dissipation frequency by frequency, at any temperature. In the adiabatic-connection treatment of correlation energies, including the RPA, frequency integrals of this kind turn response functions into density fluctuations; the identity here covers one observable and finitely many states with given gaps.

## One arctangent per excitation and one completeness relation

For $D>0$,

$$\frac{d}{dx}\,2\arctan\frac xD=\frac{2}{D}\,\frac{1}{1+x^2/D^2}=\frac{2D}{D^2+x^2}.$$

The arctangent rises from $0$ at $x=0$ to $\pi/2$ as $x\to\infty$. The kernel is non-negative and its antiderivative stays bounded, so it is integrable, and its integral is $2\cdot\pi/2=\pi$, whatever the size of the gap. Since $S$ is a finite sum, it may be integrated term by term:

$$\frac1\pi\int_0^\infty S(x)\,dx=\sum_{k\neq g}s_k .$$

The remaining sum follows from Hermiticity and completeness:

$$\langle\psi_g,A^2\psi_g\rangle=\langle A\psi_g,A\psi_g\rangle=\sum_k\langle A\psi_g,\psi_k\rangle\langle\psi_k,A\psi_g\rangle=\sum_k s_k .$$

The term $k=g$ is $|\langle\psi_g,A\psi_g\rangle|^2$. For Hermitian $A$ the expectation value is real, so this term equals $\langle A\rangle^2$. Subtracting it gives

$$\sum_{k\neq g}s_k=\langle A^2\rangle-\langle A\rangle^2,$$

which proves the claim.

## States degenerate with the reference state

If $D_k=0$, the kernel vanishes for every $x>0$ and the integral receives nothing from that state, while $s_k$ still contributes to the variance. For gaps that are only non-negative, therefore,

$$\frac1\pi\int_0^\infty S(x)\,dx=\langle A^2\rangle-\langle A\rangle^2-\sum_{k\neq g,\;D_k=0}s_k .$$

A two-level system shows the failure. Take $A=\sigma_x$ on $\mathbb{C}^2$, the standard basis, and $D_1=0$ for the state other than $\psi_0$. Then $\langle A\rangle=0$ and $\langle A^2\rangle=1$, so the variance is $1$, but the integral is $0$.

## Stopping the integral at a finite frequency

Let all gaps be positive again. A numerical frequency integral can be cut off at some $X>0$. Each kernel then contributes $2\arctan(X/D_k)$ instead of $\pi$, and the missing part of the variance is

$$\frac1\pi\sum_{k\neq g}\Bigl(\pi-2\arctan\frac{X}{D_k}\Bigr)s_k .$$

Put $t=\pi/2-\arctan(X/D_k)$. This angle lies strictly between $0$ and $\pi/2$, and $\tan t=D_k/X$. Since $t<\tan t$, the bracket $2t$ lies between $0$ and $2D_k/X$. Hence

$$0\le\langle A^2\rangle-\langle A\rangle^2-\frac1\pi\int_0^X S(x)\,dx\le\frac{2}{\pi X}\sum_{k\neq g}D_k\,s_k .$$

## A three-level example

On $\mathbb{C}^3$ with the standard basis $\psi_0,\psi_1,\psi_2$ and $g=0$, take

$$A=\begin{pmatrix}1&2&1\\2&0&0\\1&0&0\end{pmatrix},\qquad D_1=1,\quad D_2=3 .$$

Then $A\psi_0=(1,2,1)$, so $s_1=4$ and $s_2=1$, and

$$S(x)=\frac{8}{1+x^2}+\frac{6}{9+x^2}.$$

The two terms integrate to $4\pi$ and $\pi$, which gives $5$ after division by $\pi$. Directly, $\langle A^2\rangle=\|A\psi_0\|^2=6$ and $\langle A\rangle=1$, so the variance is $6-1=5$.

With a cutoff at $X=10$ the missing part is $\frac2\pi(4\arctan 0.1+\arctan 0.3)\approx0.439$. The bound is $\frac{2}{10\pi}(1\cdot4+3\cdot1)\approx0.446$.

## The spectrum and the variance in Lean

The space `V` is a complex inner product space and `ι` is a finite index type for the basis states.

```lean
import Mathlib

open MeasureTheory Set Filter Topology
open scoped Real

namespace FluctuationDissipation

noncomputable section

variable {ι V : Type*} [Fintype ι] [DecidableEq ι]
  [NormedAddCommGroup V] [InnerProductSpace ℂ V]
```

The kernel is a function of two real numbers, the gap and the frequency.

```lean
/-- The weight `2D/(D² + x²)` of an excitation of energy `D` at imaginary frequency `ix`. -/
def kernel (D x : ℝ) : ℝ := 2 * D / (D ^ 2 + x ^ 2)
```

The basis `b` is an `OrthonormalBasis`, which contains both orthonormality and completeness. Because its index type is finite, `V` is finite-dimensional. The vectors `b k` are the normalised states $\psi_k$.

```lean
/-- The transition strength `|⟨ψ_k, A ψ_g⟩|²` from the state `g` to the state `k`. -/
def strength (b : OrthonormalBasis ι ℂ V) (g : ι) (A : V →ₗ[ℂ] V) (k : ι) : ℝ :=
  ‖inner ℂ (b k) (A (b g))‖ ^ 2
```

In the spectrum, `Finset.univ.erase g` is the set of all indices except $g$, so the value `D g` never enters.

```lean
/-- The sum over excitations `k ≠ g` of kernel times transition strength, at imaginary
frequency `ix`, for excitation energies `D k`. -/
def spectrum (b : OrthonormalBasis ι ℂ V) (D : ι → ℝ) (g : ι) (A : V →ₗ[ℂ] V) (x : ℝ) : ℝ :=
  ∑ k ∈ Finset.univ.erase g, kernel (D k) x * strength b g A k
```

The variance is defined for any linear map and takes real parts of the two expectation values. For a Hermitian operator both are already real, so nothing is lost. The expression is the variance in a physical state when the vector is normalised, and below it is applied only to the unit vector `b g`.

```lean
/-- The quantum fluctuation `⟨A²⟩ - ⟨A⟩²` of an observable in the state `ψ`. -/
def variance (A : V →ₗ[ℂ] V) (ψ : V) : ℝ :=
  (inner ℂ ψ (A (A ψ))).re - (inner ℂ ψ (A ψ)).re ^ 2
```

No Hamiltonian appears in these definitions. The gaps are given numbers, and $S$ is defined by its sum over states, not derived from time-dependent perturbation theory. To apply the results to a model with finitely many states, one supplies its exact eigenstates and excitation energies.

## Integrating the kernel

The first lemma is the derivative of $2\arctan(x/D)$. The chain rule gives the derivative in its raw form, and `field_simp` brings it to the form of the kernel.

```lean
/-- For a positive excitation energy the kernel is the frequency derivative of
`2 arctan (x/D)`. -/
theorem hasDerivAt_kernel {D : ℝ} (hD : 0 < D) (x : ℝ) :
    HasDerivAt (fun y : ℝ => 2 * Real.arctan (y / D)) (kernel D x) x := by
  have h1 : HasDerivAt (fun y : ℝ => y / D) (1 / D) x := (hasDerivAt_id' x).div_const D
  refine (h1.arctan.const_mul 2).congr_deriv ?_
  have hne : D ^ 2 + x ^ 2 ≠ 0 := by positivity
  have e : 1 + (x / D) ^ 2 = (D ^ 2 + x ^ 2) / D ^ 2 := by field_simp
  rw [e, kernel]
  field_simp
```

The limit `hlim` is the value of the antiderivative at infinity, and `hpos` is the non-negativity of the kernel. From these two facts Mathlib's version of the fundamental theorem on a half-line gives integrability as well as the value $\pi$. The set `Ioi 0` is the open half-line $x>0$.

```lean
/-- For a positive excitation energy the kernel is integrable over all positive frequencies,
and its integral is `π`. -/
theorem integral_kernel {D : ℝ} (hD : 0 < D) :
    IntegrableOn (kernel D) (Ioi 0) ∧ ∫ x in Ioi (0 : ℝ), kernel D x = π := by
  have hlim : Tendsto (fun y : ℝ => 2 * Real.arctan (y / D)) atTop (𝓝 (2 * (π / 2))) :=
    ((Real.tendsto_arctan_atTop.mono_right nhdsWithin_le_nhds).comp
      (tendsto_id.atTop_div_const hD)).const_mul 2
  have hpos : ∀ x ∈ Ioi (0 : ℝ), 0 ≤ kernel D x := by
    intro x _
    unfold kernel
    positivity
  refine ⟨integrableOn_Ioi_deriv_of_nonneg' (fun x _ => hasDerivAt_kernel hD x) hpos hlim, ?_⟩
  rw [integral_Ioi_of_hasDerivAt_of_nonneg' (fun x _ => hasDerivAt_kernel hD x) hpos hlim]
  simp only [zero_div, Real.arctan_zero]
  ring
```

## Summing the transition strengths

The hypothesis `A.IsSymmetric` says that $\langle Au,v\rangle=\langle u,Av\rangle$ for all $u,v$, which is Hermiticity. In the proof, `hc` is the completeness relation for $\langle A^2\rangle$, `him` says that $\langle A\rangle$ has no imaginary part, and `hg` identifies the term $k=g$ with $\langle A\rangle^2$. The step `hsplit` separates that term from the full sum.

```lean
/-- The transition strengths of a Hermitian observable out of the state `g` into all other
basis states add up to its variance in that state. -/
theorem sum_strength (b : OrthonormalBasis ι ℂ V) (g : ι) (A : V →ₗ[ℂ] V)
    (hA : A.IsSymmetric) :
    ∑ k ∈ Finset.univ.erase g, strength b g A k = variance A (b g) := by
  -- completeness of the basis
  have hc : ((∑ k, strength b g A k : ℝ) : ℂ) = inner ℂ (b g) (A (A (b g))) := by
    rw [← hA (b g) (A (b g)), ← b.sum_inner_mul_inner (A (b g)) (A (b g)), Complex.ofReal_sum]
    refine Finset.sum_congr rfl fun k _ => ?_
    rw [← inner_conj_symm (A (b g)) (b k), Complex.conj_mul', strength, Complex.ofReal_pow]
  have hre : ∑ k, strength b g A k = (inner ℂ (b g) (A (A (b g)))).re := by
    rw [← hc, Complex.ofReal_re]
  -- the expectation value is real
  have him : (inner ℂ (b g) (A (b g))).im = 0 := by
    apply Complex.conj_eq_iff_im.1
    rw [inner_conj_symm]
    exact hA (b g) (b g)
  have hg : strength b g A g = (inner ℂ (b g) (A (b g))).re ^ 2 := by
    rw [strength, Complex.sq_norm, Complex.normSq_apply, him]
    ring
  have hsplit := Finset.add_sum_erase Finset.univ (strength b g A) (Finset.mem_univ g)
  rw [variance, ← hre, ← hg]
  linarith
```

## From non-negative gaps to the fluctuation-dissipation identity

The version with non-negative gaps comes first. Its conclusion has two parts, integrability of the spectrum and the value of the integral, and the correction is a sum over those $k\neq g$ with `D k = 0`.

The intermediate statement `hI` records that each kernel integrates to $0$ or to $\pi$, according to whether its gap vanishes. After the finite sum and the integral are exchanged, `sum_strength` replaces the variance by a sum of strengths, and the two sides agree term by term.

```lean
/-- For non-negative excitation energies and a Hermitian observable, the spectrum is integrable over
positive frequencies, and its integral divided by `π` is the variance in the state `g` minus the
transition strengths into the states `k ≠ g` with zero excitation energy. -/
theorem fluctuation_dissipation_degenerate (b : OrthonormalBasis ι ℂ V) (D : ι → ℝ) (g : ι)
    (hD : ∀ k, k ≠ g → 0 ≤ D k) (A : V →ₗ[ℂ] V) (hA : A.IsSymmetric) :
    IntegrableOn (spectrum b D g A) (Ioi 0) ∧
      (∫ x in Ioi (0 : ℝ), spectrum b D g A x) / π =
        variance A (b g) -
          ∑ k ∈ (Finset.univ.erase g).filter (fun k => D k = 0), strength b g A k := by
  have hI : ∀ k ∈ Finset.univ.erase g, IntegrableOn (kernel (D k)) (Ioi 0) ∧
      ∫ x in Ioi (0 : ℝ), kernel (D k) x = if D k = 0 then 0 else π := by
    intro k hk
    by_cases h0 : D k = 0
    · have hz : kernel (D k) = fun _ => (0 : ℝ) := by
        funext x
        simp [kernel, h0]
      rw [hz, if_pos h0]
      exact ⟨integrableOn_zero, by simp⟩
    · rw [if_neg h0]
      exact integral_kernel (lt_of_le_of_ne (hD k (Finset.ne_of_mem_erase hk)) (Ne.symm h0))
  have hint : ∀ k ∈ Finset.univ.erase g,
      Integrable (fun x => kernel (D k) x * strength b g A k) (volume.restrict (Ioi 0)) :=
    fun k hk => Integrable.mul_const (hI k hk).1 _
  refine ⟨integrable_finsetSum _ hint, ?_⟩
  simp only [spectrum]
  -- integrate each excitation separately
  rw [integral_finsetSum _ hint, ← sum_strength b g A hA, Finset.sum_filter,
    ← Finset.sum_sub_distrib, Finset.sum_div]
  refine Finset.sum_congr rfl fun k hk => ?_
  rw [integral_mul_const, (hI k hk).2]
  have hpi := Real.pi_ne_zero
  by_cases h0 : D k = 0
  · simp [h0]
  · rw [if_neg h0, if_neg h0, sub_zero, mul_div_cancel_left₀ _ hpi]
```

The main theorem assumes `0 < D k` for every `k ≠ g`. The correction is then a sum over an empty set of states, and the proof consists of showing this. If $\psi_g$ is the only basis state, both sides are zero.

```lean
/-- For positive excitation energies and a Hermitian observable, the spectrum is integrable over `x
> 0`, and its integral divided by `π` is the variance `⟨A²⟩ - ⟨A⟩²` in the state `g`. -/
theorem fluctuation_dissipation (b : OrthonormalBasis ι ℂ V) (D : ι → ℝ) (g : ι)
    (hD : ∀ k, k ≠ g → 0 < D k) (A : V →ₗ[ℂ] V) (hA : A.IsSymmetric) :
    IntegrableOn (spectrum b D g A) (Ioi 0) ∧
      (∫ x in Ioi (0 : ℝ), spectrum b D g A x) / π = variance A (b g) := by
  obtain ⟨h1, h2⟩ :=
    fluctuation_dissipation_degenerate b D g (fun k hk => (hD k hk).le) A hA
  refine ⟨h1, ?_⟩
  -- no state is degenerate with `g`
  rw [h2, Finset.sum_eq_zero, sub_zero]
  intro k hk
  obtain ⟨hk1, hk2⟩ := Finset.mem_filter.1 hk
  exact absurd hk2 (hD k (Finset.ne_of_mem_erase hk1)).ne'
```

Integrability is part of the conclusion here too, which matters because Lean assigns the value $0$ to the integral of a non-integrable function.

## The error of a frequency cutoff

The lemma for a single excitation is the estimate with the complementary angle; `h3` is the inequality $t<\tan t$, rewritten with $\tan t=D/X$.

```lean
/-- For positive `D` and `X`, the difference `π - 2 arctan (X/D)` lies between zero and `2D/X`. -/
theorem kernel_tail {D X : ℝ} (hD : 0 < D) (hX : 0 < X) :
    0 ≤ π - 2 * Real.arctan (X / D) ∧ π - 2 * Real.arctan (X / D) ≤ 2 * (D / X) := by
  have h1 := Real.arctan_lt_pi_div_two (X / D)
  have h2 : 0 < Real.arctan (X / D) := Real.arctan_pos.2 (div_pos hX hD)
  -- the complementary angle is smaller than its tangent
  have h3 := Real.lt_tan (x := π / 2 - Real.arctan (X / D)) (by linarith) (by linarith)
  rw [Real.tan_pi_div_two_sub, Real.tan_arctan, inv_div] at h3
  constructor <;> linarith
```

The final theorem applies this to the whole spectrum. The statement `key` writes the missing part of the variance as the sum of $(\pi-2\arctan(X/D_k))s_k/\pi$, by integrating each continuous kernel from $0$ to $X$. The two bounds then follow term by term, because the strengths are non-negative.

```lean
/-- For positive excitation energies, a Hermitian observable and `X > 0`, the integral of the
spectrum from `0` to `X`, divided by `π`, does not exceed the variance in the state `g`, and falls
short of it by at most `2/(πX)` times the energy-weighted sum of transition strengths into the
states `k ≠ g`. -/
theorem cutoff_error (b : OrthonormalBasis ι ℂ V) (D : ι → ℝ) (g : ι)
    (hD : ∀ k, k ≠ g → 0 < D k) (A : V →ₗ[ℂ] V) (hA : A.IsSymmetric) {X : ℝ} (hX : 0 < X) :
    0 ≤ variance A (b g) - (∫ x in (0 : ℝ)..X, spectrum b D g A x) / π ∧
      variance A (b g) - (∫ x in (0 : ℝ)..X, spectrum b D g A x) / π ≤
        2 / (π * X) * ∑ k ∈ Finset.univ.erase g, D k * strength b g A k := by
  have hpi := Real.pi_pos
  have hcont : ∀ k ∈ Finset.univ.erase g, Continuous (kernel (D k)) := by
    intro k hk
    have hk' := hD k (Finset.ne_of_mem_erase hk)
    unfold kernel
    exact continuous_const.div (by fun_prop) (fun x => by positivity)
  have hint : ∀ k ∈ Finset.univ.erase g,
      IntervalIntegrable (fun x => kernel (D k) x * strength b g A k) volume 0 X := by
    intro k hk
    have hc : Continuous (fun x => kernel (D k) x * strength b g A k) :=
      (hcont k hk).mul continuous_const
    exact hc.intervalIntegrable 0 X
  have key : variance A (b g) - (∫ x in (0 : ℝ)..X, spectrum b D g A x) / π =
      ∑ k ∈ Finset.univ.erase g,
        (π - 2 * Real.arctan (X / D k)) / π * strength b g A k := by
    simp only [spectrum]
    rw [intervalIntegral.integral_finsetSum hint,
      ← sum_strength b g A hA, Finset.sum_div, ← Finset.sum_sub_distrib]
    refine Finset.sum_congr rfl fun k hk => ?_
    rw [intervalIntegral.integral_mul_const, intervalIntegral.integral_eq_sub_of_hasDerivAt
      (fun x _ => hasDerivAt_kernel (hD k (Finset.ne_of_mem_erase hk)) x)
      ((hcont k hk).intervalIntegrable 0 X), zero_div, Real.arctan_zero, mul_zero, sub_zero,
      sub_div, div_self hpi.ne']
    ring
  have hs : ∀ k, 0 ≤ strength b g A k := fun k => sq_nonneg _
  rw [key]
  constructor
  · refine Finset.sum_nonneg fun k hk => ?_
    exact mul_nonneg (div_nonneg
      (kernel_tail (hD k (Finset.ne_of_mem_erase hk)) hX).1 hpi.le) (hs k)
  · rw [Finset.mul_sum]
    refine Finset.sum_le_sum fun k hk => ?_
    have ht := (kernel_tail (hD k (Finset.ne_of_mem_erase hk)) hX).2
    calc (π - 2 * Real.arctan (X / D k)) / π * strength b g A k
        ≤ 2 * (D k / X) / π * strength b g A k :=
          mul_le_mul_of_nonneg_right (div_le_div_of_nonneg_right ht hpi.le) (hs k)
      _ = 2 / (π * X) * (D k * strength b g A k) := by field_simp

end

end FluctuationDissipation
```

The theorem bounds the error of truncating an exact integral for a finite set of states. The error made by evaluating $S$ at finitely many quadrature points is a separate matter that the bound does not include.

```lean
#print axioms FluctuationDissipation.fluctuation_dissipation_degenerate
-- 'FluctuationDissipation.fluctuation_dissipation_degenerate' depends on axioms: [propext, Classical.choice, Quot.sound]
#print axioms FluctuationDissipation.fluctuation_dissipation
-- 'FluctuationDissipation.fluctuation_dissipation' depends on axioms: [propext, Classical.choice, Quot.sound]
#print axioms FluctuationDissipation.cutoff_error
-- 'FluctuationDissipation.cutoff_error' depends on axioms: [propext, Classical.choice, Quot.sound]
```
